# Sternheimer matrices: the inverse norm with damping, and a possible conjugate-gradient breakdown without it

Take two levels with energies −1 and 1, and solve for the response at an energy halfway between them. With H = diag(−1, 1), shift w = 0 and right-hand side b = (1, 1),

(H − w)b = (−1, 1), ⟨b, (H − w)b⟩ = −1 + 1 = 0.

Conjugate gradients started from zero takes the step length α = ⟨b, b⟩/⟨b, (H − w)b⟩, which here is 2/0. The matrix is invertible, yet the first step doesn't exist. With damping η > 0 the matrix becomes diag(−1 − iη, 1 − iη), whose inverse has norm 1/√(1 + η²).

## Inverse norm and zero curvature for any finite Hermitian H

Let H be a finite Hermitian matrix of size at least 1 with eigenvalues λ_i, w real and η > 0. Then A = H − w − iη is invertible and not Hermitian, and in the spectral norm

‖A⁻¹‖ = 1/min_i √((λ_i − w)² + η²) ≤ 1/η.

Without damping, a vector b with (H − w)b ≠ 0 and ⟨b, (H − w)b⟩ = 0 exists exactly when H has eigenvalues strictly below and strictly above w. For such a b, conjugate gradients started from zero without a preconditioner fails at its first step.

## Residuals and step lengths in a response calculation

In frequency-dependent linear response, let x be the e^{−iωt} component, within the unoccupied states, of the first-order change of an occupied orbital ψ_k with energy ε_k, once the unperturbed phase e^{−iε_k t} is factored out (ħ = 1). It solves

(H − ε_k − ω − iη)x = −Q δV ψ_k.

Here ω is the driving frequency, δV the e^{−iωt} amplitude of the perturbing potential and Q the projector onto unoccupied states. The shift is w = ε_k + ω, and η is a damping rate that broadens each resonance. A real perturbation also has a component at −ω, with its own equation.

If a solver returns x̃ with residual r = b − Ax̃, the error is x − x̃ = A⁻¹r, so its norm is at most ‖r‖/η. With η = 0.004 hartree and ‖r‖ = 10⁻⁶, in atomic units, the error is at most 2.5 × 10⁻⁴.

In the undamped equation restricted to unoccupied states, w lies below every eigenvalue while ω is smaller than the energy difference between ε_k and the lowest unoccupied level. Once ω passes that difference, w has eigenvalues on both sides until it reaches the top of the finite spectrum, and the denominator of α can vanish.

## From eigenvectors to the norm and the breakdown

Let U have orthonormal eigenvectors of H as columns, and let D = diag(λ_i − z) for complex z. The eigenvalue equation gives

(H − z)U = UD.

If no λ_i equals z, then (H − z)UD⁻¹U† = UDD⁻¹U† = 1, so

(H − z)⁻¹ = UD⁻¹U†.

For z = w + iη this applies, because the λ_i are real. Unitary factors preserve the norm, and a diagonal matrix has the norm of its largest entry:

‖A⁻¹‖ = max_i 1/|λ_i − z| = 1/min_i √((λ_i − w)² + η²).

Each root is at least η, which gives the bound. A is not Hermitian because its diagonal entries have imaginary part −η.

Now set z = w and write b = Uc. Then

⟨b, (H − w)b⟩ = c†U†UDc = Σ_i (λ_i − w)|c_i|²,

and (H − w)b = UDc vanishes exactly when every (λ_i − w)c_i does.

If λ_i < w < λ_j, choose c_i = √(λ_j − w), c_j = √(w − λ_i) and all other amplitudes zero. The sum is

(λ_i − w)(λ_j − w) + (λ_j − w)(w − λ_i) = 0,

while (λ_i − w)c_i ≠ 0. This b has squared norm λ_j − λ_i; dividing both amplitudes by √(λ_j − λ_i) normalises it.

Conversely, if no eigenvalue lies below w, every term is nonnegative. A zero sum then makes every term zero, hence (H − w)b = 0. If none lies above w, the same argument holds with nonpositive terms.

With zero initial guess and no preconditioner, the first residual and search direction are both b. The next residual must be orthogonal to b, but for every α

⟨b, b − α(H − w)b⟩ = ⟨b, b⟩ ≠ 0,

since (H − w)b ≠ 0 implies b ≠ 0.

## The Lean file

```lean
import Mathlib

open Matrix
open scoped Matrix.Norms.L2Operator ComplexOrder

noncomputable section

namespace SternheimerShift

variable {n : Type*} [Fintype n] [DecidableEq n] {H : Matrix n n ℂ}

/-- The Sternheimer matrix `H - z` at the complex shift `z`. -/
def sternheimer (H : Matrix n n ℂ) (z : ℂ) : Matrix n n ℂ := H - z • 1

/-- The unitary matrix whose columns are orthonormal eigenvectors of the Hermitian matrix `H`. -/
abbrev modes (hH : H.IsHermitian) : Matrix n n ℂ := (hH.eigenvectorUnitary : Matrix n n ℂ)

/-- The smallest distance `√((λ - w)² + η²)` from the complex shift `w + iη` to an eigenvalue `λ` of
the Hermitian matrix `H`. -/
def spectralDistance [Nonempty n] (hH : H.IsHermitian) (w η : ℝ) : ℝ :=
  Finset.univ.inf' Finset.univ_nonempty fun i => √((hH.eigenvalues i - w) ^ 2 + η ^ 2)

/-- The distance in the complex plane between a real energy `l` and the shift `w + iη` is
`√((l - w)² + η²)`. -/
theorem norm_detuning (l w η : ℝ) :
    ‖(l : ℂ) - (w + η * Complex.I)‖ = √((l - w) ^ 2 + η ^ 2) := by
  rw [← Real.sqrt_sq (norm_nonneg ((l : ℂ) - (w + η * Complex.I))), Complex.sq_norm,
    Complex.normSq_apply]
  congr 1
  simp
  ring

/-- The eigenvectors of a Hermitian `H` diagonalise the Sternheimer matrix, with diagonal
entries `λ - z`. -/
theorem sternheimer_mul_modes (hH : H.IsHermitian) (z : ℂ) :
    sternheimer H z * modes hH =
      modes hH * diagonal (fun i => (hH.eigenvalues i : ℂ) - z) := by
  -- the eigenvalue equation, column by column
  have key : H * modes hH = modes hH * diagonal (fun i => (hH.eigenvalues i : ℂ)) := by
    ext i j
    have h := congrFun (hH.mulVec_eigenvectorBasis j) i
    rw [Matrix.mul_diagonal]
    simpa [Matrix.mul_apply, Matrix.mulVec, dotProduct,
      Matrix.IsHermitian.eigenvectorUnitary_apply, mul_comm] using h
  have hd : diagonal (fun i => (hH.eigenvalues i : ℂ) - z) =
      diagonal (fun i => (hH.eigenvalues i : ℂ)) - z • (1 : Matrix n n ℂ) := by
    ext i j
    by_cases hij : i = j <;> simp [hij]
  rw [hd, sternheimer, Matrix.sub_mul, Matrix.mul_sub, key, Matrix.smul_mul, Matrix.mul_smul,
    Matrix.one_mul, Matrix.mul_one]

/-- If `z` is not an eigenvalue of the Hermitian matrix `H`, the Sternheimer matrix is invertible
and its inverse is `U D⁻¹ U†`, where `U` has orthonormal eigenvectors of `H` as columns and `D` is
diagonal with entries `λ - z`. -/
theorem sternheimer_inverse (hH : H.IsHermitian) (z : ℂ)
    (hz : ∀ i, (hH.eigenvalues i : ℂ) ≠ z) :
    IsUnit (sternheimer H z) ∧ (sternheimer H z)⁻¹ =
      modes hH * diagonal (fun i => ((hH.eigenvalues i : ℂ) - z)⁻¹) * star (modes hH) := by
  have hU : modes hH * star (modes hH) = 1 :=
    Matrix.mem_unitaryGroup_iff.mp hH.eigenvectorUnitary.2
  have hd : diagonal (fun i => (hH.eigenvalues i : ℂ) - z) *
      diagonal (fun i => ((hH.eigenvalues i : ℂ) - z)⁻¹) = 1 := by
    rw [Matrix.diagonal_mul_diagonal, ← Matrix.diagonal_one]
    congr 1
    funext i
    exact mul_inv_cancel₀ (sub_ne_zero.mpr (hz i))
  have h : sternheimer H z * (modes hH *
      diagonal (fun i => ((hH.eigenvalues i : ℂ) - z)⁻¹) * star (modes hH)) = 1 := by
    rw [← Matrix.mul_assoc, ← Matrix.mul_assoc, sternheimer_mul_modes,
      Matrix.mul_assoc (modes hH) (diagonal _) (diagonal _), hd, Matrix.mul_one, hU]
  exact ⟨⟨⟨_, _, h, mul_eq_one_comm.mp h⟩, rfl⟩, Matrix.inv_eq_right_inv h⟩

/-- For Hermitian `H` of size at least 1, real `w` and damping `η > 0`, the matrix `H - w - iη` is
invertible and not Hermitian; the spectral norm of its inverse is one over the smallest distance
from `w + iη` to an eigenvalue, and is at most `1/η`. -/
theorem damped_sternheimer [Nonempty n] (hH : H.IsHermitian) (w : ℝ) {η : ℝ} (hη : 0 < η) :
    IsUnit (sternheimer H (w + η * Complex.I)) ∧
    ¬ (sternheimer H (w + η * Complex.I)).IsHermitian ∧
    ‖(sternheimer H (w + η * Complex.I))⁻¹‖ = 1 / spectralDistance hH w η ∧
    ‖(sternheimer H (w + η * Complex.I))⁻¹‖ ≤ 1 / η := by
  have hz : ∀ i, (hH.eigenvalues i : ℂ) ≠ w + η * Complex.I := fun i h =>
    hη.ne' (by simpa using (congrArg Complex.im h).symm)
  obtain ⟨hunit, hinv⟩ := sternheimer_inverse hH _ hz
  -- the minimum is attained at some eigenvalue, and is at least η
  obtain ⟨i₀, -, h₀⟩ := Finset.exists_mem_eq_inf' (Finset.univ_nonempty (α := n))
    (fun i => √((hH.eigenvalues i - w) ^ 2 + η ^ 2))
  have hD : spectralDistance hH w η = √((hH.eigenvalues i₀ - w) ^ 2 + η ^ 2) := h₀
  have hηD : η ≤ spectralDistance hH w η := by
    rw [hD, Real.le_sqrt' hη]
    nlinarith [sq_nonneg (hH.eigenvalues i₀ - w)]
  have hpos : 0 < spectralDistance hH w η := lt_of_lt_of_le hη hηD
  have hv : ∀ i, ‖((hH.eigenvalues i : ℂ) - (w + η * Complex.I))⁻¹‖ =
      1 / √((hH.eigenvalues i - w) ^ 2 + η ^ 2) := fun i => by
    rw [norm_inv, norm_detuning, one_div]
  have hnorm : ‖(sternheimer H (w + η * Complex.I))⁻¹‖ = 1 / spectralDistance hH w η := by
    -- unitary factors do not change the norm
    have hs : star (modes hH) ∈ unitary (Matrix n n ℂ) := (star hH.eigenvectorUnitary).2
    rw [hinv, CStarRing.norm_mul_mem_unitary _ hs,
      CStarRing.norm_mem_unitary_mul _ hH.eigenvectorUnitary.2, Matrix.l2_opNorm_diagonal]
    apply le_antisymm
    · exact (pi_norm_le_iff_of_nonneg (one_div_pos.mpr hpos).le).2 fun i =>
        (hv i).trans_le (one_div_le_one_div_of_le hpos (Finset.inf'_le _ (Finset.mem_univ i)))
    · rw [hD, ← hv i₀]
      exact norm_le_pi_norm (fun i => ((hH.eigenvalues i : ℂ) - (w + η * Complex.I))⁻¹) i₀
  refine ⟨hunit, fun h => ?_, hnorm, hnorm.trans_le (one_div_le_one_div_of_le hη hηD)⟩
  -- a diagonal entry has imaginary part -η
  have h1 := congrArg Complex.im (h.apply i₀ i₀)
  have h2 := congrArg Complex.im (hH.apply i₀ i₀)
  simp [sternheimer] at h1 h2
  linarith

/-- For Hermitian `H` and a vector with eigenvector amplitudes `c`, the quadratic form of `H - z`
is the sum of `(λ - z)|c|²` over the eigenvectors. -/
theorem quadratic_form_modes (hH : H.IsHermitian) (z : ℂ) (c : n → ℂ) :
    star (modes hH *ᵥ c) ⬝ᵥ (sternheimer H z *ᵥ (modes hH *ᵥ c)) =
      ∑ i, ((hH.eigenvalues i : ℂ) - z) * (Complex.normSq (c i) : ℂ) := by
  have hU : (modes hH)ᴴ * modes hH = 1 :=
    Matrix.mem_unitaryGroup_iff'.mp hH.eigenvectorUnitary.2
  rw [Matrix.mulVec_mulVec, sternheimer_mul_modes, Matrix.star_mulVec,
    ← Matrix.dotProduct_mulVec, Matrix.mulVec_mulVec, ← Matrix.mul_assoc, hU, Matrix.one_mul]
  unfold dotProduct
  refine Finset.sum_congr rfl fun i _ => ?_
  rw [Matrix.mulVec_diagonal, Complex.normSq_eq_conj_mul_self, Pi.star_apply,
    ← starRingEnd_apply]
  ring

/-- For Hermitian `H`, the matrix `H - z` annihilates a vector exactly when every product of
`λ - z` with the corresponding eigenvector amplitude vanishes. -/
theorem sternheimer_modes_eq_zero (hH : H.IsHermitian) (z : ℂ) (c : n → ℂ) :
    sternheimer H z *ᵥ (modes hH *ᵥ c) = 0 ↔
      ∀ i, ((hH.eigenvalues i : ℂ) - z) * c i = 0 := by
  have hU : star (modes hH) * modes hH = 1 :=
    Matrix.mem_unitaryGroup_iff'.mp hH.eigenvectorUnitary.2
  rw [Matrix.mulVec_mulVec, sternheimer_mul_modes, ← Matrix.mulVec_mulVec]
  constructor
  · intro h i
    have h' := congrArg (fun v => star (modes hH) *ᵥ v) h
    simp only [Matrix.mulVec_mulVec, Matrix.mulVec_zero] at h'
    rw [← Matrix.mul_assoc, hU, Matrix.one_mul] at h'
    simpa only [Matrix.mulVec_diagonal, Pi.zero_apply] using congrFun h' i
  · intro h
    have h' : diagonal (fun i => (hH.eigenvalues i : ℂ) - z) *ᵥ c = 0 := by
      funext i
      rw [Matrix.mulVec_diagonal, h i, Pi.zero_apply]
    rw [h', Matrix.mulVec_zero]

/-- For Hermitian `H` and real `w`, a vector `b` with `(H - w)b ≠ 0` and `⟨b, (H - w)b⟩ = 0` exists
if and only if `H` has eigenvalues strictly below and strictly above `w`. -/
theorem zero_curvature_iff (hH : H.IsHermitian) (w : ℝ) :
    (∃ b : n → ℂ, sternheimer H w *ᵥ b ≠ 0 ∧ star b ⬝ᵥ (sternheimer H w *ᵥ b) = 0) ↔
      (∃ i, hH.eigenvalues i < w) ∧ ∃ j, w < hH.eigenvalues j := by
  constructor
  · rintro ⟨b, hb, hq⟩
    have hU : modes hH * star (modes hH) = 1 :=
      Matrix.mem_unitaryGroup_iff.mp hH.eigenvectorUnitary.2
    obtain ⟨c, rfl⟩ : ∃ c, b = modes hH *ᵥ c :=
      ⟨star (modes hH) *ᵥ b, by rw [Matrix.mulVec_mulVec, hU, Matrix.one_mulVec]⟩
    rw [quadratic_form_modes] at hq
    have hsum : ∑ k, (hH.eigenvalues k - w) * Complex.normSq (c k) = 0 := by
      exact_mod_cast hq
    -- the terms cannot all vanish, so they cannot all have the same sign
    have hkey : ¬ ∀ k, (hH.eigenvalues k - w) * Complex.normSq (c k) = 0 := by
      intro h
      refine hb ((sternheimer_modes_eq_zero hH w c).2 fun k => ?_)
      rcases mul_eq_zero.1 (h k) with h1 | h1
      · have h2 : (hH.eigenvalues k : ℂ) - w = 0 := by exact_mod_cast h1
        rw [h2, zero_mul]
      · rw [Complex.normSq_eq_zero.1 h1, mul_zero]
    constructor
    · by_contra! hn
      exact hkey fun k => (Finset.sum_eq_zero_iff_of_nonneg fun k _ =>
        mul_nonneg (sub_nonneg.2 (hn k)) (Complex.normSq_nonneg _)).1 hsum k (Finset.mem_univ k)
    · by_contra! hn
      exact hkey fun k => (Finset.sum_eq_zero_iff_of_nonpos fun k _ =>
        mul_nonpos_of_nonpos_of_nonneg (sub_nonpos.2 (hn k))
          (Complex.normSq_nonneg _)).1 hsum k (Finset.mem_univ k)
  · rintro ⟨⟨i, hi⟩, j, hj⟩
    have hij : i ≠ j := by
      rintro rfl
      linarith
    -- balance the two eigenvectors so that their contributions cancel
    obtain ⟨c, hci, hcj, hc⟩ : ∃ c : n → ℂ, c i = (√(hH.eigenvalues j - w) : ℝ) ∧
        c j = (√(w - hH.eigenvalues i) : ℝ) ∧ ∀ k, k ≠ i → k ≠ j → c k = 0 :=
      ⟨fun k => if k = i then (√(hH.eigenvalues j - w) : ℝ) else
        if k = j then (√(w - hH.eigenvalues i) : ℝ) else 0,
        by simp, by simp [hij.symm], fun k h1 h2 => by simp [h1, h2]⟩
    have hni : Complex.normSq (c i) = hH.eigenvalues j - w := by
      rw [hci, Complex.normSq_ofReal, Real.mul_self_sqrt (by linarith)]
    have hnj : Complex.normSq (c j) = w - hH.eigenvalues i := by
      rw [hcj, Complex.normSq_ofReal, Real.mul_self_sqrt (by linarith)]
    refine ⟨modes hH *ᵥ c, fun h => ?_, ?_⟩
    · rcases mul_eq_zero.1 ((sternheimer_modes_eq_zero hH w c).1 h i) with h1 | h1
      · have h2 : hH.eigenvalues i - w = 0 := by exact_mod_cast h1
        linarith
      · rw [h1, Complex.normSq_zero] at hni
        linarith
    · rw [quadratic_form_modes, Fintype.sum_eq_add i j hij
        (fun k hk => by rw [hc k hk.1 hk.2, Complex.normSq_zero, Complex.ofReal_zero, mul_zero]),
        hni, hnj]
      push_cast
      ring

/-- If `w` lies strictly between two eigenvalues of the Hermitian matrix `H`, some right-hand side
`b` has `(H - w)b ≠ 0` and `⟨b, (H - w)b⟩ = 0`, and no step length `α` makes the residual
`b - α(H - w)b` orthogonal to `b`, the first search direction of conjugate gradients started from
zero. -/
theorem conjugate_gradient_breakdown (hH : H.IsHermitian) {w : ℝ} {i j : n}
    (hi : hH.eigenvalues i < w) (hj : w < hH.eigenvalues j) :
    ∃ b : n → ℂ, sternheimer H w *ᵥ b ≠ 0 ∧ star b ⬝ᵥ (sternheimer H w *ᵥ b) = 0 ∧
      ∀ α : ℂ, star b ⬝ᵥ (b - α • (sternheimer H w *ᵥ b)) ≠ 0 := by
  obtain ⟨b, hb, hq⟩ := (zero_curvature_iff hH w).2 ⟨⟨i, hi⟩, j, hj⟩
  refine ⟨b, hb, hq, fun α h => hb ?_⟩
  -- the overlap stays equal to ⟨b, b⟩ whatever the step length
  rw [dotProduct_sub, dotProduct_smul, hq, smul_zero, sub_zero] at h
  rw [dotProduct_star_self_eq_zero.1 h, Matrix.mulVec_zero]

end SternheimerShift
```

```lean
#print axioms SternheimerShift.damped_sternheimer
#print axioms SternheimerShift.conjugate_gradient_breakdown
```

```
'SternheimerShift.damped_sternheimer' depends on axioms: [propext, Classical.choice, Quot.sound]
'SternheimerShift.conjugate_gradient_breakdown' depends on axioms: [propext, Classical.choice, Quot.sound]
```

## What the Lean statements say, and for which solve

`sternheimer H z` is H − z·1, and `modes hH` is U, where `hH` states that H is Hermitian. `spectralDistance` is the minimum in the norm formula; it needs at least one state, hence `Nonempty n`. The opened scope `Matrix.Norms.L2Operator` makes ‖·‖ the operator norm induced by the Euclidean norm. `IsUnit` means invertible, and `star b ⬝ᵥ v` is ⟨b, v⟩, conjugated in the first argument.

`sternheimer_mul_modes` proves the diagonalisation column by column, and `sternheimer_inverse` checks the proposed inverse by multiplication. `damped_sternheimer` removes the unitary factors, then obtains the norm from two inequalities, using an eigenvalue `i₀` that attains the minimum; `norm_detuning` supplies the square root. `quadratic_form_modes` and `sternheimer_modes_eq_zero` translate the two conditions on b into amplitudes. `zero_curvature_iff` uses the sign argument in one direction and the two balanced amplitudes in the other. `conjugate_gradient_breakdown` adds the residual calculation, for all complex `α`.

The theorems concern one linear solve with a fixed H in a finite orthonormal basis, without the self-consistent update of δV that time-dependent density functional theory requires. The breakdown is proved for a constructed b. Whether the right-hand side −Q δV ψ_k of a given calculation satisfies the zero condition is not addressed.
